# For a matrix with σ² = 1, exp(cσ) = cosh(c) + sinh(c) σ

A finite complex square matrix σ with σ² = 1 satisfies exp(cσ) = cosh(c) 1 + sinh(c) σ for every complex number c, and σ need not be Hermitian. Pauli matrices are an example: with c = −iθ/2 the formula gives the spin-½ rotation cos(θ/2) 1 − i sin(θ/2) σ. The attempt writes the exponential as a power series and splits it into even and odd powers. Since σ² = 1, the even terms should reduce to the series of cosh times the identity, and the odd terms to that of sinh times σ.

The first attempt, which Lean rejects:

```lean
import Mathlib

open Matrix ComplexConjugate

namespace ExpInvolution

noncomputable section

variable {n : Type*} [Fintype n] [DecidableEq n]

/-- If `σ² = 1`, then `exp(cσ) = cosh(c) + sinh(c) σ`. -/
theorem exp_involution {σ : Matrix n n ℂ} (h : σ * σ = 1) (c : ℂ) :
    NormedSpace.exp (c • σ) = Complex.cosh c • (1 : Matrix n n ℂ) + Complex.sinh c • σ := by
  rw [NormedSpace.exp_eq_tsum ℂ]
  -- split the series into even and odd powers
  refine (HasSum.even_add_odd ?_ ?_).tsum_eq
  · convert (Complex.hasSum_cosh c).smul_const (1 : Matrix n n ℂ) using 2 with k
    rw [smul_pow, pow_mul σ, sq σ, h, one_pow, smul_smul, div_eq_inv_mul]
  · convert (Complex.hasSum_sinh c).smul_const σ using 2 with k
    rw [smul_pow, pow_succ σ, pow_mul σ, sq σ, h, one_pow, one_mul, smul_smul, div_eq_inv_mul]

end

end ExpInvolution
```

The compiler's answer:

```
Main.lean:18:8: error: Tactic `rewrite` failed: Did not find an occurrence of the pattern
  (?r • ?x) ^ ?n
in the target expression
  instRing.toAddCommMonoid = addCommMonoid

case e'_3
n : Type u_1
inst✝¹ : Fintype n
inst✝ : DecidableEq n
σ : Matrix n n ℂ
h : σ * σ = 1
c : ℂ
⊢ instRing.toAddCommMonoid = addCommMonoid
Main.lean:20:8: error: Tactic `rewrite` failed: Did not find an occurrence of the pattern
  (?r • ?x) ^ ?n
in the target expression
  instRing.toAddCommMonoid = addCommMonoid

case e'_3
n : Type u_1
inst✝¹ : Fintype n
inst✝ : DecidableEq n
σ : Matrix n n ℂ
h : σ * σ = 1
c : ℂ
⊢ instRing.toAddCommMonoid = addCommMonoid
```

As a diff, the version that Lean accepts:

```diff
@@ -14,9 +14,19 @@
   rw [NormedSpace.exp_eq_tsum ℂ]
   -- split the series into even and odd powers
-  refine (HasSum.even_add_odd ?_ ?_).tsum_eq
-  · convert (Complex.hasSum_cosh c).smul_const (1 : Matrix n n ℂ) using 2 with k
-    rw [smul_pow, pow_mul σ, sq σ, h, one_pow, smul_smul, div_eq_inv_mul]
-  · convert (Complex.hasSum_sinh c).smul_const σ using 2 with k
-    rw [smul_pow, pow_succ σ, pow_mul σ, sq σ, h, one_pow, one_mul, smul_smul, div_eq_inv_mul]
+  refine (HasSum.even_add_odd
+    (f := fun k : ℕ => ((k.factorial : ℂ)⁻¹) • (c • σ) ^ k) ?_ ?_).tsum_eq
+  · have e : ∀ k : ℕ, (((2 * k).factorial : ℂ)⁻¹) • (c • σ) ^ (2 * k) =
+        (c ^ (2 * k) / ((2 * k).factorial : ℂ)) • (1 : Matrix n n ℂ) := by
+      intro k
+      rw [smul_pow, pow_mul σ, sq σ, h, one_pow, smul_smul, div_eq_inv_mul]
+    simp only [e]
+    exact (Complex.hasSum_cosh c).smul_const (1 : Matrix n n ℂ)
+  · have e : ∀ k : ℕ, (((2 * k + 1).factorial : ℂ)⁻¹) • (c • σ) ^ (2 * k + 1) =
+        (c ^ (2 * k + 1) / ((2 * k + 1).factorial : ℂ)) • σ := by
+      intro k
+      rw [smul_pow, pow_succ σ, pow_mul σ, sq σ, h, one_pow, one_mul, smul_smul,
+        div_eq_inv_mul]
+    simp only [e]
+    exact (Complex.hasSum_sinh c).smul_const σ
 
 end
```

Both errors are the same. `smul_pow` needs a power of a scalar multiple, but the goal in front of `rw` is `instRing.toAddCommMonoid = addCommMonoid`, which has no powers in it. A `HasSum` statement carries the additive structure of the matrices as a hidden argument. Here the goal gets it through the ring structure, while the cosh and sinh series get it directly. `convert ... using 2` compared the two statements argument by argument, did not close this equation itself, and left it as the first goal, where `rw` met it.

The repair drops `convert`. In each branch `e` proves the equality of the terms by the same rewrites as before, now on a goal that does contain the power. `simp only [e]` puts the result into the series, and `exact` supplies the known sum, accepting the two additive structures as equal by definition. Naming the series through `f` only spells out what is being split; the messages report no fault in the original `refine` line.
